# Four-state exchange couplings in a periodic spin chain: the exact image error for exponentially decaying bonds

In a periodic cell of a magnetic crystal, flipping one spin also flips all its copies in the neighbouring cells. I want the exchange coupling between two particular spins, so I compute the energies with the two pointing $++$, $+-$, $-+$ and $--$, hold everything else fixed, and take a quarter of $E(++)-E(+-)-E(-+)+E(--)$. To see what the copies do, I tried a chain whose coupling at distance $d$ is $(1/2)^d$. With four sites per cell and the two spins two sites apart, I should find $0.25$. I get $0.533$. A factor of two I could understand, since the partner sits equally far to the left and to the right, but this is more than two. Where does the rest come from, does it depend on how I set the other spins, and how fast does it go away in a larger cell?

## Every image of the partner contributes

The excess comes from images farther away than the nearest two. Because the spins of this chain interact only in pairs, the combination returns the coupling of one spin to the whole periodic array of its partner, and the setting of the other spins has no influence on it.

Write the coupling at distance $d\neq 0$ as $J(d)=g^{|d|}$ with $|g|<1$. Here $g$ is a decay factor, not the magnetic $g$-factor. For $0<g<1$ the coupling is $e^{-|d|/\xi}$ with range $\xi=-1/\ln g$ in lattice spacings. A spin has no bond with itself, so $J(0)=0$. Let the cell have $L$ sites, and sum the coupling of sites $i$ and $j$ over all images:

$$K_{ij}=\sum_{n\in\mathbb Z}J(j-i+nL),\qquad E=\tfrac12\sum_{i,j}K_{ij}s_is_j .$$

This is the energy per cell, with each pair counted once. A positive coupling favours antiparallel spins. Replacing $n$ by $-n$ and using $J(-d)=J(d)$ gives $K_{ij}=K_{ji}$.

Now let $s_a=x$ and $s_b=y$, with $x,y=\pm1$ and $a\neq b$. Since $x^2=y^2=1$, the energy has the form

$$E(x,y)=E_0+Ax+By+K_{ab}\,xy ,$$

where $E_0$, $A$ and $B$ depend on the other spins. The interaction of a spin with its own images is part of $E_0$. The signs $+,-,-,+$ remove $E_0$, $Ax$ and $By$, and they add up the last term four times. One quarter of the combination is therefore $K_{ab}$.

For $b=a+r$ with $0<r<L$, no image lies at distance zero. The images with $n\ge0$ are at distances $r+nL$. Those with $n=-(m+1)$, $m\ge0$, are at distances $(L-r)+mL$. Each set gives a geometric series with ratio $g^L$, so

$$K_{ab}=\frac{g^r}{1-g^L}+\frac{g^{L-r}}{1-g^L}=\frac{g^r+g^{L-r}}{1-g^L}.$$

Subtracting the true coupling $g^r=(g^r-g^{L+r})/(1-g^L)$ leaves the error

$$K_{ab}-g^r=\frac{g^{L-r}+g^{L+r}}{1-g^L}.$$

For $0<g<1$ it is positive, and for fixed $r$ it vanishes as $L\to\infty$, essentially as $g^{L-r}$. At $L=2r$ the estimate is $2g^r/(1-g^{2r})$, which is more than $2g^r$. The 2 comes from the two nearest images and the denominator from all the others.

In your case, $g=1/2$, $r=2$, $L=4$ gives $8/15\approx0.533$. Doubling the cell to $L=8$ gives $4/15\approx0.267$, an error of $1/60$.

## The chain and its energies in Lean

The definitions follow the physical construction, and the closed formula is derived from them.

- `bond g d` is $J(d)$, with the value zero at $d=0$. Distances are integers, and `d.natAbs` is $|d|$.
- `imageCoupling g L d` is the sum over all images. Lean gives a divergent infinite sum the value zero, so `hasSum_images` proves convergence together with the value.
- `cellEnergy g` is the energy per cell, built by `pairEnergy` from the image-summed couplings.
- `setPair s a b x y` overwrites the spins at `a` and `b` and leaves the rest of `s` alone.
- `fourState E s a b` is one quarter of your combination, for any energy function `E`.

The sites are the elements of `Fin L`, numbered from $0$ to $L-1$. The hypothesis `(b : ℕ) = a + r` places `b` exactly $r$ sites to the right of `a` inside the cell, which already forces $r<L$. The two chosen spins take the values $\pm1$, while the background `s` may have any real values. Energies are dimensionless; a common energy scale would multiply the estimate and the true coupling alike.

The closed form, the error formula and the limit hold for $|g|<1$, which includes couplings of alternating sign. The overestimate and the half-cell bound assume $0<g<1$. In `supercell_converges`, the threshold `N` is chosen before the cell, the background and the pair, so one cell size serves all of them at given $g$, $r$ and tolerance.

```lean
import Mathlib

open Filter Topology

namespace SupercellExchange

noncomputable section

/-- Exchange coupling `g^|d|` between two spins at distance `d ≠ 0`; a spin has no bond with
itself. -/
def bond (g : ℝ) (d : ℤ) : ℝ := if d = 0 then 0 else g ^ d.natAbs

/-- Coupling at separation `d` summed over all periodic images of a cell of `L` sites
(meant for `|g| < 1` and `L > 0`, where the sum converges). -/
def imageCoupling (g : ℝ) (L : ℕ) (d : ℤ) : ℝ := ∑' n : ℤ, bond g (d + n * L)

/-- Energy of spins `s` with pair couplings `K`: half the sum of `K i j * s i * s j` over all `i`
and `j`. For symmetric `K` this counts each pair of distinct sites once. -/
def pairEnergy {L : ℕ} (K : Fin L → Fin L → ℝ) (s : Fin L → ℝ) : ℝ :=
  1 / 2 * ∑ i, ∑ j, K i j * s i * s j

/-- Energy per cell of a periodic spin chain whose sites couple through all images
(meant for `|g| < 1`). -/
def cellEnergy (g : ℝ) {L : ℕ} : (Fin L → ℝ) → ℝ :=
  pairEnergy fun i j => imageCoupling g L (((j : ℕ) : ℤ) - ((i : ℕ) : ℤ))

/-- The configuration `s` with the spin at `a` set to `x` and the spin at `b` set to `y`,
for distinct sites `a` and `b`. -/
def setPair {L : ℕ} (s : Fin L → ℝ) (a b : Fin L) (x y : ℝ) : Fin L → ℝ :=
  fun i => if i = a then x else if i = b then y else s i

/-- The four-state estimate `(E(++) - E(+-) - E(-+) + E(--)) / 4` of the coupling between
`a` and `b`, all other spins being held as in `s`. -/
def fourState {L : ℕ} (E : (Fin L → ℝ) → ℝ) (s : Fin L → ℝ) (a b : Fin L) : ℝ :=
  (E (setPair s a b 1 1) - E (setPair s a b 1 (-1))
    - E (setPair s a b (-1) 1) + E (setPair s a b (-1) (-1))) / 4

/-- For symmetric pair couplings and two distinct sites, the four-state combination returns
exactly the coupling of these sites, whatever the other spins are. -/
theorem fourState_pairEnergy {L : ℕ} (K : Fin L → Fin L → ℝ) (hK : ∀ i j, K i j = K j i)
    (s : Fin L → ℝ) {a b : Fin L} (hab : a ≠ b) :
    fourState (pairEnergy K) s a b = K a b := by
  -- split a configuration into the two chosen spins and the background
  have hdec : ∀ x y i, setPair s a b x y i =
      x * (if i = a then (1 : ℝ) else 0) + y * (if i = b then (1 : ℝ) else 0)
        + (if i = a then 0 else if i = b then 0 else s i) := by
    intro x y i
    unfold setPair
    by_cases h1 : i = a
    · simp [h1, hab]
    · by_cases h2 : i = b
      · simp [h2, Ne.symm hab]
      · simp [h1, h2]
  have hs : ∀ p q : Fin L, ∑ i, ∑ j, K i j *
      ((if i = p then (1 : ℝ) else 0) * (if j = q then (1 : ℝ) else 0)) = K p q := by
    intro p q
    refine (Finset.sum_eq_single p ?_ ?_).trans ?_
    · intro i _ hi
      simp [hi]
    · intro h
      exact absurd (Finset.mem_univ _) h
    · refine (Finset.sum_eq_single q ?_ ?_).trans ?_
      · intro j _ hj
        simp [hj]
      · intro h
        exact absurd (Finset.mem_univ _) h
      · simp
  -- only the products of the two chosen spins survive the alternating signs
  have hsum : fourState (pairEnergy K) s a b =
      1 / 2 * ∑ i, ∑ j, (K i j *
        ((if i = a then (1 : ℝ) else 0) * (if j = b then (1 : ℝ) else 0)) + K i j *
        ((if i = b then (1 : ℝ) else 0) * (if j = a then (1 : ℝ) else 0))) := by
    unfold fourState pairEnergy
    simp only [hdec, Finset.mul_sum, Finset.sum_div, ← Finset.sum_sub_distrib,
      ← Finset.sum_add_distrib]
    refine Finset.sum_congr rfl fun i _ => Finset.sum_congr rfl fun j _ => ?_
    ring
  rw [hsum]
  simp only [Finset.sum_add_distrib]
  rw [hs, hs, hK b a]
  ring

/-- The image-summed coupling is the same for separations `d` and `-d`. -/
theorem imageCoupling_neg (g : ℝ) (L : ℕ) (d : ℤ) :
    imageCoupling g L (-d) = imageCoupling g L d := by
  have hb : ∀ e : ℤ, bond g (-e) = bond g e := fun e => by simp [bond]
  unfold imageCoupling
  calc ∑' n : ℤ, bond g (-d + n * L)
      = ∑' n : ℤ, bond g (d + (Equiv.neg ℤ n) * L) := tsum_congr fun n => by
        rw [← hb (-d + n * L)]
        congr 1
        simp only [Equiv.neg_apply]
        ring
    _ = _ := (Equiv.neg ℤ).tsum_eq (fun n : ℤ => bond g (d + n * L))

/-- For `|g| < 1` and `0 < r < L` the sum over all images converges to
`(g^r + g^(L-r)) / (1 - g^L)`. -/
theorem hasSum_images {g : ℝ} (hg : |g| < 1) {r L : ℕ} (hr : 0 < r) (hrL : r < L) :
    HasSum (fun n : ℤ => bond g ((r : ℤ) + n * L))
      ((g ^ r + g ^ (L - r)) / (1 - g ^ L)) := by
  have hpos : ∀ m : ℕ, 0 < m → bond g (m : ℤ) = g ^ m := fun m hm => by
    simp [bond, hm.ne']
  have hneg : ∀ m : ℕ, 0 < m → bond g (-(m : ℤ)) = g ^ m := fun m hm => by
    simp [bond, hm.ne']
  have hq : |g ^ L| < 1 := by
    rw [abs_pow]
    exact pow_lt_one₀ (abs_nonneg g) hg (by omega)
  have geo := hasSum_geometric_of_abs_lt_one hq
  -- images to the right
  have h1 : HasSum (fun n : ℕ => bond g ((r : ℤ) + (n : ℤ) * L))
      (g ^ r * (1 - g ^ L)⁻¹) := by
    have e : (fun n : ℕ => bond g ((r : ℤ) + (n : ℤ) * L)) =
        fun n => g ^ r * (g ^ L) ^ n := by
      funext n
      rw [show (r : ℤ) + (n : ℤ) * L = ((r + L * n : ℕ) : ℤ) by push_cast; ring,
        hpos _ (Nat.add_pos_left hr _), pow_add, pow_mul]
    rw [e]
    exact geo.mul_left _
  -- images to the left
  have h2 : HasSum (fun n : ℕ => bond g ((r : ℤ) + (-((n : ℤ) + 1)) * L))
      (g ^ (L - r) * (1 - g ^ L)⁻¹) := by
    have e : (fun n : ℕ => bond g ((r : ℤ) + (-((n : ℤ) + 1)) * L)) =
        fun n => g ^ (L - r) * (g ^ L) ^ n := by
      funext n
      rw [show (r : ℤ) + (-((n : ℤ) + 1)) * L = -(((L - r) + L * n : ℕ) : ℤ) by
          push_cast [Nat.cast_sub hrL.le]; ring,
        hneg _ (Nat.add_pos_left (Nat.sub_pos_of_lt hrL) _), pow_add, pow_mul]
    rw [e]
    exact geo.mul_left _
  rw [div_eq_mul_inv, add_mul]
  exact HasSum.of_nat_of_neg_add_one (f := fun n : ℤ => bond g ((r : ℤ) + n * L)) h1 h2

/-- For `|g| < 1` and two sites of the cell a distance `r > 0` apart, the four-state estimate
is `(g^r + g^(L-r)) / (1 - g^L)`, whatever the other spins are. -/
theorem fourState_cellEnergy {g : ℝ} (hg : |g| < 1) {r L : ℕ} (hr : 0 < r)
    (s : Fin L → ℝ) {a b : Fin L} (hb : (b : ℕ) = a + r) :
    fourState (cellEnergy g) s a b = (g ^ r + g ^ (L - r)) / (1 - g ^ L) := by
  have hrL : r < L := by
    have := b.isLt
    omega
  have hab : a ≠ b := by
    intro h
    rw [h] at hb
    omega
  have hd : ((b : ℕ) : ℤ) - ((a : ℕ) : ℤ) = r := by omega
  unfold cellEnergy
  refine (fourState_pairEnergy _ ?_ s hab).trans ?_
  · intro i j
    rw [← imageCoupling_neg g L (((j : ℕ) : ℤ) - ((i : ℕ) : ℤ)), neg_sub]
  · rw [hd]
    exact (hasSum_images hg hr hrL).tsum_eq

/-- For `|g| < 1` and sites a distance `r > 0` apart, the supercell error of the four-state
estimate is exactly `(g^(L-r) + g^(L+r)) / (1 - g^L)`. -/
theorem supercell_error {g : ℝ} (hg : |g| < 1) {r L : ℕ} (hr : 0 < r)
    (s : Fin L → ℝ) {a b : Fin L} (hb : (b : ℕ) = a + r) :
    fourState (cellEnergy g) s a b - g ^ r =
      (g ^ (L - r) + g ^ (L + r)) / (1 - g ^ L) := by
  have hL : L ≠ 0 := by
    have := b.isLt
    omega
  have hq : |g ^ L| < 1 := by
    rw [abs_pow]
    exact pow_lt_one₀ (abs_nonneg g) hg hL
  have hden : 1 - g ^ L ≠ 0 := (sub_pos.mpr (abs_lt.mp hq).2).ne'
  rw [fourState_cellEnergy hg hr s hb, eq_div_iff hden, sub_mul,
    div_mul_cancel₀ _ hden, pow_add]
  ring

/-- For `0 < g < 1` and sites a distance `r > 0` apart, the four-state estimate exceeds the
true coupling `g^r`. -/
theorem supercell_overestimates {g : ℝ} (h0 : 0 < g) (h1 : g < 1) {r L : ℕ} (hr : 0 < r)
    (s : Fin L → ℝ) {a b : Fin L} (hb : (b : ℕ) = a + r) :
    g ^ r < fourState (cellEnergy g) s a b := by
  have hL : L ≠ 0 := by
    have := b.isLt
    omega
  have herr := supercell_error (abs_lt.mpr ⟨by linarith, h1⟩) hr s hb
  have hp : 0 < (g ^ (L - r) + g ^ (L + r)) / (1 - g ^ L) :=
    div_pos (by positivity) (sub_pos.mpr (pow_lt_one₀ h0.le h1 hL))
  linarith

/-- For `|g| < 1` and fixed distance `r > 0`, the four-state estimate tends to `g^r` as the
cell grows, uniformly in the position of the pair and in the other spins. -/
theorem supercell_converges {g : ℝ} (hg : |g| < 1) {r : ℕ} (hr : 0 < r)
    {ε : ℝ} (hε : 0 < ε) :
    ∃ N : ℕ, ∀ L ≥ N, ∀ (s : Fin L → ℝ) (a b : Fin L), (b : ℕ) = a + r →
      |fourState (cellEnergy g) s a b - g ^ r| < ε := by
  have h2 : Tendsto (fun L : ℕ => g ^ L) atTop (𝓝 0) :=
    tendsto_pow_atTop_nhds_zero_of_abs_lt_one hg
  have h1 : Tendsto (fun L : ℕ => g ^ (L - r)) atTop (𝓝 0) :=
    h2.comp (tendsto_sub_atTop_nat r)
  have h : Tendsto (fun L : ℕ => (g ^ r + g ^ (L - r)) / (1 - g ^ L)) atTop
      (𝓝 ((g ^ r + 0) / (1 - 0))) :=
    (tendsto_const_nhds.add h1).div (tendsto_const_nhds.sub h2) (by norm_num)
  rw [add_zero, sub_zero, div_one] at h
  obtain ⟨N, hN⟩ := Metric.tendsto_atTop.mp h ε hε
  refine ⟨N, fun L hL s a b hb => ?_⟩
  rw [fourState_cellEnergy hg hr s hb]
  have := hN L hL
  rwa [Real.dist_eq] at this

/-- For `0 < g < 1` and two sites half a cell apart, the four-state estimate is more than
twice the true coupling. -/
theorem half_cell_doubles {g : ℝ} (h0 : 0 < g) (h1 : g < 1) {r L : ℕ} (hr : 0 < r)
    (hL : L = 2 * r) (s : Fin L → ℝ) {a b : Fin L} (hb : (b : ℕ) = a + r) :
    2 * g ^ r < fourState (cellEnergy g) s a b := by
  have hden : 0 < 1 - g ^ L := sub_pos.mpr (pow_lt_one₀ h0.le h1 (by omega))
  have hhalf : L - r = r := by omega
  rw [fourState_cellEnergy (abs_lt.mpr ⟨by linarith, h1⟩) hr s hb, hhalf,
    lt_div_iff₀ hden]
  nlinarith [mul_pos (pow_pos h0 r) (pow_pos h0 L)]

end

end SupercellExchange
```

```lean
#print axioms SupercellExchange.fourState_pairEnergy
#print axioms SupercellExchange.supercell_overestimates
#print axioms SupercellExchange.supercell_converges
#print axioms SupercellExchange.half_cell_doubles
```

```
'SupercellExchange.fourState_pairEnergy' depends on axioms: [propext, Classical.choice, Quot.sound]
'SupercellExchange.supercell_overestimates' depends on axioms: [propext, Classical.choice, Quot.sound]
'SupercellExchange.supercell_converges' depends on axioms: [propext, Classical.choice, Quot.sound]
'SupercellExchange.half_cell_doubles' depends on axioms: [propext, Classical.choice, Quot.sound]
```

## From four energies to two geometric series

`fourState_pairEnergy` is the cancellation argument, for any symmetric pair coupling. Its step `hdec` writes each configuration as $x$ times an indicator of site $a$, plus $y$ times an indicator of site $b$, plus the background. After the four energies are merged into one double sum, `ring` checks the cancellation term by term. What remains is the pair $(a,b)$ and the pair $(b,a)$, which `hs` evaluates as $K_{ab}$ and $K_{ba}$. Symmetry and the factor $1/2$ then give $K_{ab}$.

`imageCoupling_neg` supplies that symmetry by the relabelling $n\to-n$, expressed as the bijection `Equiv.neg ℤ`.

`hasSum_images` contains the two series. Steps `h1` and `h2` rewrite the distances to the right and left images as $r+Ln$ and $(L-r)+Ln$, and both use the geometric series with ratio $g^L$. The lemma `HasSum.of_nat_of_neg_add_one` joins the two halves into a sum over all integers. `fourState_cellEnergy` combines this value with the cancellation result.

The remaining theorems are algebra and limits on the closed form. `supercell_error` clears the nonzero denominator $1-g^L$ and compares both sides. `supercell_overestimates` notes that the numerator and the denominator of the error are positive. `supercell_converges` lets $g^L$ and $g^{L-r}$ go to zero and turns the limit into a statement with a tolerance $\varepsilon$. `half_cell_doubles` uses $L-r=r$ and reduces the claim to $2g^r(1-g^L)<2g^r$, which follows from $g^rg^L>0$.

## What this says about a computed crystal

Four-state energy differences are used to extract exchange constants from electronic-structure total energies, and this one-parameter chain shows how periodic images enter such a number. For $0<g<1$ the relative error is $(g^{L-2r}+g^L)/(1-g^L)$. Once the cell is much longer than the range $\xi$, this lies between $g^{L-2r}$ and about twice that value. Its size is then set by how much farther away the nearest unwanted image is than the intended partner, measured in units of $\xi$, and a cell that is adequate for nearest neighbours can be poor for a distant pair.

The error formula applies to a computed total energy that depends on the spin pattern as `cellEnergy` does, up to a constant. In a crystal whose cell repeats in two or three directions, the images in all these directions contribute, and the sum over them is no longer the one computed here. Four-spin terms, moments that change size when flipped, or a coupling that decays as a power of distance, as in many metals, can alter the error.

The same argument has a neighbour for couplings of strictly finite range. If $J$ is even and vanishes beyond distance $R$, the estimate is still the sum of $J(r+nL)$ over all images. The nearest unwanted image is at distance $L-r$, so the four-state value is exact once $L-r>R$. This variant rests on the derivation above and has no theorem in the Lean code.
